# The Néel state of two nonzero spins is not an eigenstate of their Heisenberg coupling

Two spins \(a/2\) and \(b/2\), with \(a,b\ge1\), have the Néel state \(e_0\otimes e_b\): the first spin fully up along \(z\), the second fully down. For the coupling \(\mathbf J_1\cdot\mathbf J_2\), with \(\hbar=1\), this state has mean \(-ab/4\) and variance \(ab/4\), and it is not an eigenvector. For equal spins \(n/2\) the two values are \(-n^2/4\) and \(n^2/4\).

For an isolated pair with only this exchange coupling, the antiparallel reference state often used to picture a dinuclear magnetic complex is therefore not stationary.

## The matrices of one spin

```lean
import Mathlib

open Matrix
open scoped Kronecker

namespace NeelStateHeisenberg

noncomputable section
```

The first line loads the Mathlib library. The `open` lines make matrix notation available, including `⊗ₖ` for the Kronecker product.

```lean
/-- The raising operator of a spin `n/2`, in the basis `e_0, ..., e_n` ordered from the
highest magnetic quantum number to the lowest. -/
def raising (n : ℕ) : Matrix (Fin (n + 1)) (Fin (n + 1)) ℂ :=
  Matrix.of fun i j => if (i : ℕ) + 1 = (j : ℕ) then
    ((Real.sqrt ((((i : ℕ) : ℝ) + 1) * ((n : ℝ) - ((i : ℕ) : ℝ))) : ℝ) : ℂ) else 0
```

The type `Fin (n + 1)` holds the indices \(0,\dots,n\), and \(e_i\) has magnetic quantum number \(n/2-i\). The only nonzero entries of \(J_+\) are \((J_+)_{i,i+1}=\sqrt{(i+1)(n-i)}\).

```lean
/-- The lowering operator, the adjoint of the raising operator. -/
def lowering (n : ℕ) : Matrix (Fin (n + 1)) (Fin (n + 1)) ℂ := (raising n)ᴴ
```

\(J_-=J_+^\dagger\); Lean writes the adjoint as `ᴴ`.

```lean
/-- The x component of a spin `n/2`. -/
def jx (n : ℕ) : Matrix (Fin (n + 1)) (Fin (n + 1)) ℂ :=
  (1 / 2 : ℂ) • (raising n + lowering n)
```

\(J_x=\tfrac12(J_++J_-)\).

```lean
/-- The y component of a spin `n/2`. -/
def jy (n : ℕ) : Matrix (Fin (n + 1)) (Fin (n + 1)) ℂ :=
  (-(Complex.I / 2)) • (raising n - lowering n)
```

\(J_y=-\tfrac i2(J_+-J_-)\), where \(i\) is the imaginary unit.

```lean
/-- The z component of a spin `n/2`, with entry `n/2 - i` on `e_i`. -/
def jz (n : ℕ) : Matrix (Fin (n + 1)) (Fin (n + 1)) ℂ :=
  Matrix.diagonal fun i => (n : ℂ) / 2 - ((i : ℕ) : ℂ)
```

\(J_z\) is diagonal with entries \(n/2-i\), where \(i\) is again the index.

## The coupling, the states and the statistics

```lean
/-- The Heisenberg coupling `J1 · J2` of a spin `a/2` and a spin `b/2`. -/
def heisenberg (a b : ℕ) :
    Matrix (Fin (a + 1) × Fin (b + 1)) (Fin (a + 1) × Fin (b + 1)) ℂ :=
  jx a ⊗ₖ jx b + jy a ⊗ₖ jy b + jz a ⊗ₖ jz b
```

This is \(J_x\otimes J_x+J_y\otimes J_y+J_z\otimes J_z\), without an exchange constant. Its rows and columns are labelled by pairs of indices.

```lean
/-- The product state `e_j ⊗ e_k`. -/
def productState {a b : ℕ} (j : Fin (a + 1)) (k : Fin (b + 1)) :
    Fin (a + 1) × Fin (b + 1) → ℂ := Pi.single (j, k) 1
```

The vector \(e_j\otimes e_k\) has entry 1 at \((j,k)\) and 0 elsewhere, so it is normalised.

```lean
/-- The expectation value `⟨ψ|A|ψ⟩`. -/
def mean {m : Type*} [Fintype m] (A : Matrix m m ℂ) (ψ : m → ℂ) : ℂ := star ψ ⬝ᵥ (A *ᵥ ψ)
```

\(\langle A\rangle=\langle\psi|A|\psi\rangle\), as a complex number.

```lean
/-- The variance `⟨A²⟩ - ⟨A⟩²` in the state `ψ`. -/
def variance {m : Type*} [Fintype m] (A : Matrix m m ℂ) (ψ : m → ℂ) : ℂ :=
  mean (A * A) ψ - mean A ψ ^ 2
```

The variance is \(\langle A^2\rangle-\langle A\rangle^2\).

## Ladder products and commutators

```lean
private lemma raising_zero (n : ℕ) (i j : Fin (n + 1)) (h : (i : ℕ) + 1 ≠ (j : ℕ)) :
    raising n i j = 0 := by
  simp only [raising, Matrix.of_apply, if_neg h]
```

Entries of \(J_+\) away from the positions \((i,i+1)\) vanish.

```lean
private lemma raising_sq (n : ℕ) (i j : Fin (n + 1)) (h : (i : ℕ) + 1 = (j : ℕ)) :
    raising n i j * raising n i j = (((i : ℕ) : ℂ) + 1) * ((n : ℂ) - ((i : ℕ) : ℂ)) := by
  have hi : ((i : ℕ) : ℝ) ≤ n := by exact_mod_cast Nat.le_of_lt_succ i.isLt
  simp only [raising, Matrix.of_apply, if_pos h]
  rw [← Complex.ofReal_mul, Real.mul_self_sqrt (mul_nonneg (by positivity) (by linarith))]
  simp
```

The square of a nonzero entry is \((i+1)(n-i)\). The proof checks that the number under the root is nonnegative.

```lean
private lemma lowering_apply (n : ℕ) (i j : Fin (n + 1)) :
    lowering n i j = raising n j i := by
  rw [lowering, Matrix.conjTranspose_apply]
  simp only [raising, Matrix.of_apply]
  split_ifs <;> simp
```

Since \(J_+\) is real, \((J_-)_{ij}=(J_+)_{ji}\).

```lean
/-- Lowering and then raising multiplies `e_i` by `(i+1)(n-i)`. -/
theorem raising_mul_lowering (n : ℕ) : raising n * lowering n =
    Matrix.diagonal fun i : Fin (n + 1) =>
      (((i : ℕ) : ℂ) + 1) * ((n : ℂ) - ((i : ℕ) : ℂ)) := by
  ext i j
  rw [Matrix.mul_apply]
  simp only [lowering_apply]
  by_cases h : i = j
  · subst h
    rw [Matrix.diagonal_apply_eq]
    by_cases hi : (i : ℕ) < n
    · obtain ⟨k, hk⟩ : ∃ k : Fin (n + 1), (i : ℕ) + 1 = (k : ℕ) :=
        ⟨⟨(i : ℕ) + 1, by omega⟩, rfl⟩
      rw [Finset.sum_eq_single k, raising_sq n i k hk]
      · intro l _ hl
        rw [raising_zero n i l (fun e => hl (Fin.ext (by omega))), zero_mul]
      · intro hk'
        exact absurd (Finset.mem_univ _) hk'
    · have hn : (i : ℕ) = n := by have := i.isLt; omega
      rw [Finset.sum_eq_zero]
      · rw [hn]; simp
      · intro l _
        rw [raising_zero n i l (by have := l.isLt; omega), zero_mul]
  · rw [Matrix.diagonal_apply_ne _ h]
    refine Finset.sum_eq_zero fun k _ => ?_
    by_cases h1 : (i : ℕ) + 1 = (k : ℕ)
    · rw [raising_zero n j k (fun e => h (Fin.ext (by omega))), mul_zero]
    · rw [raising_zero n i k h1, zero_mul]
```

By hand, \(J_-e_i=\sqrt{(i+1)(n-i)}\,e_{i+1}\), and \(J_+\) brings back the same factor, so
\[J_+J_-e_i=(i+1)(n-i)\,e_i .\]
At \(i=n\) both sides vanish. Lean compares entries (`ext`) and finds at most one surviving term in each matrix-product sum.

```lean
/-- Raising and then lowering multiplies `e_i` by `i(n+1-i)`. -/
theorem lowering_mul_raising (n : ℕ) : lowering n * raising n =
    Matrix.diagonal fun i : Fin (n + 1) =>
      ((i : ℕ) : ℂ) * ((n : ℂ) + 1 - ((i : ℕ) : ℂ)) := by
  ext i j
  rw [Matrix.mul_apply]
  simp only [lowering_apply]
  by_cases h : i = j
  · subst h
    rw [Matrix.diagonal_apply_eq]
    by_cases hi : 0 < (i : ℕ)
    · obtain ⟨k, hk⟩ : ∃ k : Fin (n + 1), (k : ℕ) + 1 = (i : ℕ) :=
        ⟨⟨(i : ℕ) - 1, by have := i.isLt; omega⟩, Nat.sub_add_cancel hi⟩
      rw [Finset.sum_eq_single k, raising_sq n k i hk, ← hk]
      · push_cast; ring
      · intro l _ hl
        rw [raising_zero n l i (fun e => hl (Fin.ext (by omega))), zero_mul]
      · intro hk'
        exact absurd (Finset.mem_univ _) hk'
    · have h0 : (i : ℕ) = 0 := by omega
      rw [Finset.sum_eq_zero]
      · rw [h0]; simp
      · intro l _
        rw [raising_zero n l i (by omega), zero_mul]
  · rw [Matrix.diagonal_apply_ne _ h]
    refine Finset.sum_eq_zero fun k _ => ?_
    by_cases h1 : (k : ℕ) + 1 = (i : ℕ)
    · rw [raising_zero n k j (fun e => h (Fin.ext (by omega))), mul_zero]
    · rw [raising_zero n k i h1, zero_mul]
```

In the other order, for \(i\ge1\), the step is between \(e_i\) and \(e_{i-1}\), which gives \(J_-J_+e_i=i(n+1-i)\,e_i\). At \(i=0\) both sides vanish.

```lean
/-- The spin `n/2` matrices obey the angular momentum commutation relations. -/
theorem spin_commutation (n : ℕ) :
    jx n * jy n - jy n * jx n = Complex.I • jz n ∧
    jy n * jz n - jz n * jy n = Complex.I • jx n ∧
    jz n * jx n - jx n * jz n = Complex.I • jy n := by
  have hz : raising n * lowering n - lowering n * raising n = (2 : ℂ) • jz n := by
    rw [raising_mul_lowering, lowering_mul_raising]
    ext i j
    by_cases h : i = j
    · subst h
      simp only [jz, Matrix.sub_apply, Matrix.smul_apply, Matrix.diagonal_apply_eq, smul_eq_mul]
      ring
    · simp [jz, Matrix.diagonal_apply_ne _ h]
  have hr : jz n * raising n - raising n * jz n = raising n := by
    ext i j
    rw [Matrix.sub_apply, jz, Matrix.diagonal_mul, Matrix.mul_diagonal]
    by_cases h : (i : ℕ) + 1 = (j : ℕ)
    · have hc : ((j : ℕ) : ℂ) = ((i : ℕ) : ℂ) + 1 := by exact_mod_cast h.symm
      rw [hc]; ring
    · rw [raising_zero n i j h]; ring
  have hl : jz n * lowering n - lowering n * jz n = -lowering n := by
    ext i j
    rw [Matrix.sub_apply, Matrix.neg_apply, jz, Matrix.diagonal_mul, Matrix.mul_diagonal,
      lowering_apply]
    by_cases h : (j : ℕ) + 1 = (i : ℕ)
    · have hc : ((i : ℕ) : ℂ) = ((j : ℕ) : ℂ) + 1 := by exact_mod_cast h.symm
      rw [hc]; ring
    · rw [raising_zero n j i h]; ring
  have hy : Complex.I • jy n = (1 / 2 : ℂ) • (raising n - lowering n) := by
    rw [jy, smul_smul]
    congr 1
    linear_combination (-1 / 2 : ℂ) * Complex.I_sq
  refine ⟨?_, ?_, ?_⟩
  · simp only [jx, jy, smul_mul_assoc, mul_smul_comm, add_mul, mul_add, sub_mul, mul_sub]
    linear_combination (norm := module) (Complex.I / 2) • hz
  · simp only [jx, jy, smul_mul_assoc, mul_smul_comm, sub_mul, mul_sub]
    linear_combination (norm := module) (Complex.I / 2) • hr - (Complex.I / 2) • hl
  · rw [hy]
    simp only [jx, smul_mul_assoc, mul_smul_comm, add_mul, mul_add]
    linear_combination (norm := module) (1 / 2 : ℂ) • hr + (1 / 2 : ℂ) • hl
```

The matrices satisfy the angular momentum algebra. Subtracting the two ladder products gives
\[(i+1)(n-i)-i(n+1-i)=n-2i,\]
so \([J_+,J_-]=2J_z\), which is `hz`. Each ladder step changes the \(J_z\) value by one, so \([J_z,J_\pm]=\pm J_\pm\), which are `hr` and `hl`. With \(i\) now the imaginary unit,
\[[J_x,J_y]=\tfrac i2[J_+,J_-]=iJ_z,\]
\[[J_y,J_z]=\tfrac i2(J_++J_-)=iJ_x,\qquad [J_z,J_x]=\tfrac12(J_+-J_-)=iJ_y.\]
The `linear_combination` lines carry out these last combinations.

## Mean and variance of a product state

```lean
/-- The Heisenberg coupling is the Ising term plus half the two flip-flop terms. -/
theorem heisenberg_ladder (a b : ℕ) : heisenberg a b = jz a ⊗ₖ jz b +
    (1 / 2 : ℂ) • (raising a ⊗ₖ lowering b + lowering a ⊗ₖ raising b) := by
  ext ⟨i, k⟩ ⟨j, l⟩
  simp only [heisenberg, jx, jy, Matrix.add_apply, Matrix.sub_apply, Matrix.smul_apply,
    Matrix.kroneckerMap_apply, smul_eq_mul]
  linear_combination ((raising a i j - lowering a i j) *
    (raising b k l - lowering b k l) / 4) * Complex.I_sq
```

Expanding \(J_x\otimes J_x+J_y\otimes J_y\), the \(J_+\otimes J_+\) and \(J_-\otimes J_-\) terms cancel:
\[\mathbf J_1\cdot\mathbf J_2=J_z\otimes J_z+\tfrac12(J_+\otimes J_-+J_-\otimes J_+).\]

```lean
private lemma mean_single {m : Type*} [Fintype m] [DecidableEq m] (A : Matrix m m ℂ) (p : m) :
    mean A (Pi.single p 1) = A p p := by
  have hs : star (Pi.single p 1 : m → ℂ) = Pi.single p 1 := by
    ext q
    by_cases h : q = p
    · subst h; simp
    · simp [h]
  rw [mean, hs]
  simp
```

The mean in a basis vector is the corresponding diagonal entry of the matrix.

```lean
/-- A normalised eigenvector of an observable has zero variance. -/
theorem variance_eigenvector {m : Type*} [Fintype m] (A : Matrix m m ℂ) (ψ : m → ℂ) (E : ℂ)
    (hψ : star ψ ⬝ᵥ ψ = 1) (h : A *ᵥ ψ = E • ψ) : variance A ψ = 0 := by
  simp only [variance, mean, ← Matrix.mulVec_mulVec, h, Matrix.mulVec_smul, dotProduct_smul,
    hψ, smul_eq_mul]
  ring
```

If \(A\psi=E\psi\) and \(\langle\psi|\psi\rangle=1\), the variance is \(E^2-E^2=0\). The theorem needs no Hermiticity.

```lean
/-- Mean and variance of the Heisenberg coupling in the product state `e_j ⊗ e_k`. -/
theorem product_mean_variance {a b : ℕ} (j : Fin (a + 1)) (k : Fin (b + 1)) :
    mean (heisenberg a b) (productState j k) =
      ((a : ℂ) / 2 - ((j : ℕ) : ℂ)) * ((b : ℂ) / 2 - ((k : ℕ) : ℂ)) ∧
    variance (heisenberg a b) (productState j k) =
      ((((j : ℕ) : ℂ) + 1) * (a - ((j : ℕ) : ℂ)) * (((k : ℕ) : ℂ) * (b + 1 - ((k : ℕ) : ℂ))) +
       ((j : ℕ) : ℂ) * (a + 1 - ((j : ℕ) : ℂ)) *
        ((((k : ℕ) : ℂ) + 1) * (b - ((k : ℕ) : ℂ)))) / 4 := by
  have r0 : ∀ (n : ℕ) (i : Fin (n + 1)), raising n i i = 0 :=
    fun n i => raising_zero n i i (by omega)
  have z0 : ∀ (n : ℕ) (i : Fin (n + 1)), jz n i i = (n : ℂ) / 2 - ((i : ℕ) : ℂ) :=
    fun n i => by rw [jz, Matrix.diagonal_apply_eq]
  have zr : ∀ (n : ℕ) (i : Fin (n + 1)), (jz n * raising n) i i = 0 :=
    fun n i => by rw [jz, Matrix.diagonal_mul, r0, mul_zero]
  have rz : ∀ (n : ℕ) (i : Fin (n + 1)), (raising n * jz n) i i = 0 :=
    fun n i => by rw [jz, Matrix.mul_diagonal, r0, zero_mul]
  have zz : ∀ (n : ℕ) (i : Fin (n + 1)),
      (jz n * jz n) i i = ((n : ℂ) / 2 - ((i : ℕ) : ℂ)) ^ 2 :=
    fun n i => by
      rw [← z0 n i, sq]
      conv_lhs => rw [jz, Matrix.diagonal_mul]
      rw [z0, Matrix.diagonal_apply_eq]
  have rr : ∀ (n : ℕ) (i : Fin (n + 1)), (raising n * raising n) i i = 0 := fun n i => by
    rw [Matrix.mul_apply]
    refine Finset.sum_eq_zero fun l _ => ?_
    by_cases h : (i : ℕ) + 1 = (l : ℕ)
    · rw [raising_zero n l i (by omega), mul_zero]
    · rw [raising_zero n i l h, zero_mul]
  have hm : mean (heisenberg a b) (productState j k) =
      ((a : ℂ) / 2 - ((j : ℕ) : ℂ)) * ((b : ℂ) / 2 - ((k : ℕ) : ℂ)) := by
    rw [productState, mean_single, heisenberg_ladder]
    simp only [Matrix.add_apply, Matrix.smul_apply, Matrix.kroneckerMap_apply, r0, z0,
      zero_mul, mul_zero, add_zero, smul_zero]
  refine ⟨hm, ?_⟩
  rw [variance, hm, productState, mean_single, heisenberg_ladder]
  -- in the square, only the Ising term and the flip-flop round trips return to the state
  simp only [add_mul, mul_add, smul_mul_assoc, mul_smul_comm, ← Matrix.mul_kronecker_mul,
    Matrix.add_apply, Matrix.smul_apply, Matrix.kroneckerMap_apply, zr, rz, rr, zz,
    raising_mul_lowering, lowering_mul_raising, Matrix.diagonal_apply_eq, smul_eq_mul,
    zero_mul, mul_zero]
  ring
```

The flip-flop terms have zero diagonal, so the mean is \((a/2-j)(b/2-k)\). In the square, \(J_z^2\otimes J_z^2\) contributes exactly the squared mean. The cross terms with \(J_z\otimes J_z\) and the terms with \(J_\pm^2\) do not return to the starting state. Two round trips remain:
\[\mathrm{Var}=\tfrac14\big[(j+1)(a-j)\,k(b+1-k)+j(a+1-j)\,(k+1)(b-k)\big].\]
The facts `r0`, `zr`, `rz` and `rr` record the vanishing diagonals; `simp only` inserts them and `ring` finishes the algebra.

## Which product states are eigenvectors

```lean
/-- A product state `e_j ⊗ e_k` of two nonzero spins is an eigenvector of the Heisenberg
coupling exactly when both spins are fully up or both are fully down. -/
theorem product_eigenvector_iff {a b : ℕ} (ha : 1 ≤ a) (hb : 1 ≤ b)
    (j : Fin (a + 1)) (k : Fin (b + 1)) :
    (∃ E : ℂ, heisenberg a b *ᵥ productState j k = E • productState j k) ↔
      ((j : ℕ) = 0 ∧ (k : ℕ) = 0) ∨ ((j : ℕ) = a ∧ (k : ℕ) = b) := by
  constructor
  · rintro ⟨E, hE⟩
    have hn : star (productState j k) ⬝ᵥ productState j k = 1 := by
      simpa only [mean, productState, Matrix.one_mulVec, Matrix.one_apply_eq] using
        mean_single (1 : Matrix (Fin (a + 1) × Fin (b + 1)) _ ℂ) (j, k)
    have hv := variance_eigenvector _ _ E hn hE
    rw [(product_mean_variance j k).2] at hv
    -- count the steps left below each level, so that four times the variance is a sum of naturals
    obtain ⟨u, hu⟩ := Nat.exists_eq_add_of_le (Nat.le_of_lt_succ j.isLt)
    obtain ⟨v, hw⟩ := Nat.exists_eq_add_of_le (Nat.le_of_lt_succ k.isLt)
    have hu' : (a : ℂ) = ((j : ℕ) : ℂ) + u := by exact_mod_cast hu
    have hw' : (b : ℂ) = ((k : ℕ) : ℂ) + v := by exact_mod_cast hw
    rw [hu', hw'] at hv
    have hc : (((((j : ℕ) + 1) * u * ((k : ℕ) * (v + 1)) +
        (j : ℕ) * (u + 1) * (((k : ℕ) + 1) * v) : ℕ)) : ℂ) = 0 := by
      push_cast
      linear_combination 4 * hv
    have hN := Nat.cast_eq_zero.mp hc
    simp only [Nat.add_eq_zero_iff, mul_eq_zero] at hN
    omega
  · intro h
    refine ⟨((a : ℂ) / 2 - ((j : ℕ) : ℂ)) * ((b : ℂ) / 2 - ((k : ℕ) : ℂ)), ?_⟩
    ext ⟨p, q⟩
    have hp := p.isLt
    have hq := q.isLt
    -- both flip-flop terms annihilate an aligned state
    have h1 : raising a p j * lowering b q k = 0 := by
      rw [lowering_apply]
      rcases h with h | h
      · rw [raising_zero a p j (by omega), zero_mul]
      · rw [raising_zero b k q (by omega), mul_zero]
    have h2 : lowering a p j * raising b q k = 0 := by
      rw [lowering_apply]
      rcases h with h | h
      · rw [raising_zero b q k (by omega), mul_zero]
      · rw [raising_zero a j p (by omega), zero_mul]
    have hcol : (heisenberg a b *ᵥ productState j k) (p, q) =
        heisenberg a b (p, q) (j, k) := by
      simp [productState]
    rw [hcol, heisenberg_ladder]
    simp only [Matrix.add_apply, Matrix.smul_apply, Matrix.kroneckerMap_apply, h1, h2,
      add_zero, smul_zero]
    by_cases e1 : p = j <;> by_cases e2 : q = k <;>
      simp [jz, productState, e1, e2]
```

The symbol `↔` means "exactly when": for \(a,b\ge1\), among the basis states \(e_j\otimes e_k\) the two fully aligned ones are eigenvectors and the others are not.

The state \(e_j\otimes e_k\) is normalised, so if it is an eigenvector its variance is zero. Write \(u=a-j\) and \(v=b-k\), both natural numbers. Then
\[(j+1)u\,k(v+1)+j(u+1)(k+1)v=0 .\]
Both terms are nonnegative, so each vanishes: \(u=0\) or \(k=0\), and \(j=0\) or \(v=0\). The choice \(u=j=0\) would give \(a=0\), and \(k=v=0\) would give \(b=0\). What remains is \(j=k=0\), or \(j=a\) and \(k=b\). The tactic `omega` settles these cases.

Conversely, in an aligned state each flip-flop term would push one spin past the end of its ladder, so both terms give zero. Only \(J_z\otimes J_z\) acts, with eigenvalue \((a/2-j)(b/2-k)=ab/4\).

```lean
/-- For nonzero spins `a/2` and `b/2`, the Néel state `e_0 ⊗ e_b` has mean `-ab/4` and
variance `ab/4` for the Heisenberg coupling, and it is not an eigenvector. -/
theorem neel_not_eigenstate {a b : ℕ} (ha : 1 ≤ a) (hb : 1 ≤ b) :
    mean (heisenberg a b) (productState 0 (Fin.last b)) = -((a : ℂ) * b) / 4 ∧
    variance (heisenberg a b) (productState 0 (Fin.last b)) = (a : ℂ) * b / 4 ∧
    ¬ ∃ E : ℂ, heisenberg a b *ᵥ productState 0 (Fin.last b) =
      E • productState 0 (Fin.last b) := by
  refine ⟨?_, ?_, ?_⟩
  · rw [(product_mean_variance _ _).1]
    simp only [Fin.val_zero, Fin.val_last, Nat.cast_zero]
    ring
  · rw [(product_mean_variance _ _).2]
    simp only [Fin.val_zero, Fin.val_last, Nat.cast_zero]
    ring
  · rw [product_eigenvector_iff ha hb]
    simp only [Fin.val_zero, Fin.val_last]
    omega

end

end NeelStateHeisenberg
```

`Fin.last b` is the index \(b\). Setting \(j=0\), \(k=b\) gives
\[\langle\mathbf J_1\cdot\mathbf J_2\rangle=\tfrac a2\cdot\left(-\tfrac b2\right)=-\tfrac{ab}4,\qquad \mathrm{Var}=\tfrac14\,(a\cdot b+0)=\tfrac{ab}4 .\]
The state is not aligned, so the previous theorem excludes every eigenvalue \(E\); `¬ ∃` reads "there is no".

Both spins must be nonzero. For \(a=0\), \(b=1\), the first spin has only the state \(e_0\) and its spin matrices are zero. The coupling is then the zero matrix, and \(e_0\otimes e_1\) is an eigenvector with eigenvalue 0.

```lean
#print axioms NeelStateHeisenberg.spin_commutation
#print axioms NeelStateHeisenberg.neel_not_eigenstate
```

```
'NeelStateHeisenberg.spin_commutation' depends on axioms: [propext, Classical.choice, Quot.sound]
'NeelStateHeisenberg.neel_not_eigenstate' depends on axioms: [propext, Classical.choice, Quot.sound]
```
